# In a finite Ising model, the derivative of a thermal average in β is the observable's covariance with minus the energy

For `n` Ising spins with arbitrary real pair couplings and no external field, let C(s) = ∑_{i<j} J_ij s_i s_j, which is minus the energy. The theorem `hasDerivAt_avg` says that, for any real observable A of the configuration that does not itself depend on β, the thermal average ⟨A⟩ has derivative ⟨AC⟩ − ⟨A⟩⟨C⟩ at every real β. The averages are normalised by the partition function, a finite sum of positive exponentials and hence nonzero. The proof differentiates the numerator and the partition function term by term, applies the quotient rule, and leaves to `field_simp` the algebra that matches the result to the covariance.

Lean 4 with Mathlib refuses this proof:

```lean
import Mathlib

open Filter Topology

namespace HasDerivAtAvg

noncomputable section

/-- A configuration of `n` Ising spins, each up (`true`) or down (`false`). -/
abbrev Config (n : ℕ) := Fin n → Bool

/-- The value `+1` or `-1` of an Ising spin. -/
def spin (b : Bool) : ℝ := if b then 1 else -1

/-- The sum of `f i j` over all pairs of sites `i < j`. -/
def pairSum {n : ℕ} (f : Fin n → Fin n → ℝ) : ℝ :=
  ∑ i, ∑ j, if i < j then f i j else 0

/-- The coupling sum `∑_{i<j} J_ij s_i s_j`, which is minus the energy. -/
def coupling {n : ℕ} (J : Fin n → Fin n → ℝ) (s : Config n) : ℝ :=
  pairSum fun i j => J i j * (spin (s i) * spin (s j))

/-- The partition function at inverse temperature `β`. -/
def partitionFunction {n : ℕ} (J : Fin n → Fin n → ℝ) (β : ℝ) : ℝ :=
  ∑ s : Config n, Real.exp (β * coupling J s)

/-- The thermal average of an observable `A` at inverse temperature `β`. -/
def avg {n : ℕ} (J : Fin n → Fin n → ℝ) (β : ℝ) (A : Config n → ℝ) : ℝ :=
  (∑ s, A s * Real.exp (β * coupling J s)) / partitionFunction J β

/-- At every `β`, the derivative of a thermal average `⟨A⟩` is the covariance of `A` with
the coupling sum. -/
theorem hasDerivAt_avg {n : ℕ} (J : Fin n → Fin n → ℝ) (A : Config n → ℝ) (β : ℝ) :
    HasDerivAt (fun b => avg J b A)
      (avg J β (fun s => A s * coupling J s) - avg J β A * avg J β (coupling J)) β := by
  have hZ : partitionFunction J β ≠ 0 :=
    (Finset.sum_pos (fun s _ => Real.exp_pos _) Finset.univ_nonempty).ne'
  have hexp : ∀ s : Config n, HasDerivAt (fun b => Real.exp (b * coupling J s))
      (Real.exp (β * coupling J s) * coupling J s) β :=
    fun s => (hasDerivAt_mul_const (coupling J s)).exp
  have hN : HasDerivAt (fun b => ∑ s, A s * Real.exp (b * coupling J s))
      (∑ s, A s * coupling J s * Real.exp (β * coupling J s)) β :=
    (HasDerivAt.fun_sum fun s _ => (hexp s).const_mul (A s)).congr_deriv
      (Finset.sum_congr rfl fun s _ => by ring)
  have hD : HasDerivAt (fun b => partitionFunction J b)
      (∑ s, coupling J s * Real.exp (β * coupling J s)) β :=
    (HasDerivAt.fun_sum fun s _ => hexp s).congr_deriv
      (Finset.sum_congr rfl fun s _ => by ring)
  refine (hN.fun_div hD hZ).congr_deriv ?_
  simp only [avg]
  field_simp

end

end HasDerivAtAvg
```

The error:

```
Main.lean:35:86: error: unsolved goals
n : ℕ
J : Fin n → Fin n → ℝ
A : Config n → ℝ
β : ℝ
hZ : partitionFunction J β ≠ 0
hexp :
  ∀ (s : Config n), HasDerivAt (fun b => Real.exp (b * coupling J s)) (Real.exp (β * coupling J s) * coupling J s) β
hN :
  HasDerivAt (fun b => ∑ s, A s * Real.exp (b * coupling J s)) (∑ s, A s * coupling J s * Real.exp (β * coupling J s)) β
hD : HasDerivAt (fun b => partitionFunction J b) (∑ s, coupling J s * Real.exp (β * coupling J s)) β
⊢ (∑ x, A x * coupling J x * Real.exp (coupling J x * β)) * partitionFunction J β -
      (∑ x, A x * Real.exp (β * coupling J x)) * ∑ x, coupling J x * Real.exp (β * coupling J x) =
    partitionFunction J β * ∑ x, A x * coupling J x * Real.exp (β * coupling J x) -
      (∑ x, A x * Real.exp (β * coupling J x)) * ∑ x, coupling J x * Real.exp (β * coupling J x)
```

The repair, with which the file compiles:

```diff
@@ -48,6 +48,8 @@
       (Finset.sum_congr rfl fun s _ => by ring)
   refine (hN.fun_div hD hZ).congr_deriv ?_
-  simp only [avg]
-  field_simp
+  have key : ∀ a b c z : ℝ, z ≠ 0 →
+      (a * z - b * c) / z ^ 2 = a / z - b / z * (c / z) := fun a b c z hz => by
+    rw [sq, sub_div, mul_div_mul_right _ _ hz, div_mul_div_comm]
+  exact key _ _ _ _ hZ
 
 end
```

Cause. The calculus goes through, and the error is in the last step: `field_simp` clears the denominators but does not close the goal. What is left is true by commutativity. The two sides differ in the order of the factors in their first product, and in the sum inside that product, where the left has `Real.exp (coupling J x * β)` and the right `Real.exp (β * coupling J x)`. So `field_simp` has left two equal sums in different forms, and nothing follows it to reconcile them.

The repair keeps the simplifier away from the sums. The new `key` proves the needed identity for arbitrary real numbers `a`, `b`, `c` and nonzero `z`, by rewriting with named lemmas on division. Then `exact key _ _ _ _ hZ` applies it with the sums as `a`, `b`, `c` and the partition function as `z`. The exponents are never rewritten, so they still agree on both sides. The line `simp only [avg]` can go as well, because `exact` unfolds `avg` by itself when it compares the identity with the goal.
